# An exact critically damped solution of the Dyson equation with exponential memory

An electron placed in a discrete level that is coupled to a continuum leaks out, and some of the amplitude returns later. Let G(t) be the amplitude for finding it still in the level at time t, with the phase of the level's own energy removed. If the electrons don't interact and the squared coupling to the continuum, per unit energy, is a Lorentzian centred on the level, the return is described by a memory kernel κ exp(-γt), where κ is the squared coupling summed over the whole continuum (in units with ħ = 1) and γ the rate at which the continuum forgets:

G'(t) = -κ ∫₀ᵗ exp(-γ(t-s)) G(s) ds, G(0) = 1.

Weak coupling gives overdamped decay and strong coupling gives damped oscillation. What is G(t) exactly at the border between them, κ = γ²/4? With γ = 2b and b > 0 the answer is

G(t) = (1 + bt) exp(-bt).

For this non-interacting, single-level model, the formula provides a reference against which the error of a real-time Dyson solver can be measured.

## The equation of motion

```lean
import Mathlib

open Set

namespace CriticalMemoryKernel

noncomputable section
```

The file loads Mathlib and opens the namespace `Set`, so that the half-line [0,∞) can be written `Ici 0`.

```lean
/-- The integral of `exp (-γ (t - s)) G(s)` over `s` from zero to `t`, for complex `γ`. -/
def memory (γ : ℂ) (G : ℝ → ℂ) (t : ℝ) : ℂ :=
  ∫ s in (0 : ℝ)..t, Complex.exp (-γ * ((t : ℂ) - (s : ℂ))) * G s
```

This is the memory integral, written m(t) below:

m(t) = ∫₀ᵗ exp(-γ(t-s)) G(s) ds.

Time is real (`ℝ`), while γ and the values of G are complex (`ℂ`). The notation `(t : ℂ)` means the real number t regarded as a complex one.

```lean
/-- `G` is continuous, starts at one, and obeys the real-time Dyson equation with memory kernel
`κ exp (-γ t)` for all `t ≥ 0`. -/
structure SolvesDyson (κ γ : ℂ) (G : ℝ → ℂ) : Prop where
  cont : Continuous G
  initial : G 0 = 1
  equation : ∀ t : ℝ, 0 ≤ t → HasDerivWithinAt G (-κ * memory γ G t) (Ici 0) t
```

`SolvesDyson κ γ G` is the statement that G solves the problem. It has three parts: G is continuous, G(0) = 1, and G'(t) = -κ m(t) for every t ≥ 0. `HasDerivWithinAt … (Ici 0) t` says that the derivative is taken using only times in [0,∞). At t > 0 this is the ordinary derivative, and at t = 0 it is the derivative from the right.

The kernel is postulated, not derived from a Hamiltonian. It is a single exponential for a scalar G, and it does not depend on G, as a self-consistent self-energy would.

Continuity is required on the whole time axis, although the equation constrains only t ≥ 0. Requiring it only on [0,∞) would also admit functions that are zero before t = 0 and jump to one there, as a retarded Green's function does up to a factor -i. The price would be one-sided derivatives of the memory integral at t = 0.

```lean
/-- The function `(1 + b t) exp (-b t)` of real time `t`, for complex `b`. -/
def criticalG (b : ℂ) (t : ℝ) : ℂ := (1 + b * t) * Complex.exp (-b * t)
```

This is the candidate (1 + bt) exp(-bt), with b allowed to be complex.

```lean
/-- The function `(q exp (-p t) - p exp (-q t)) / (q - p)`, intended for `p ≠ q`. -/
def twoPoleG (p q : ℂ) (t : ℝ) : ℂ :=
  (q * Complex.exp (-p * t) - p * Complex.exp (-q * t)) / (q - p)
```

This is the candidate for two different rates p and q:

G(t) = (q exp(-pt) - p exp(-qt)) / (q - p).

## From memory to a local equation

```lean
private lemma deriv_coe (t : ℝ) : HasDerivAt (fun u : ℝ => (u : ℂ)) 1 t := by
  simpa using (hasDerivAt_id t).ofReal_comp
```

The map that regards a real time as a complex number has derivative 1.

```lean
private lemma deriv_exp (c : ℂ) (t : ℝ) :
    HasDerivAt (fun u : ℝ => Complex.exp (c * u)) (c * Complex.exp (c * t)) t := by
  have h : HasDerivAt (fun u : ℝ => c * (u : ℂ)) c t := by
    simpa using (deriv_coe t).const_mul c
  exact h.cexp.congr_deriv (mul_comm _ _)
```

The derivative of exp(ct) with respect to real t is c exp(ct), for complex c. The step `congr_deriv`, which recurs below, replaces a computed derivative by an equal expression.

```lean
private lemma exp_cancel (c : ℂ) (t : ℝ) :
    Complex.exp (-c * t) * Complex.exp (c * t) = 1 := by
  rw [← Complex.exp_add]
  simp
```

This is exp(-ct) exp(ct) = 1.

```lean
private lemma const_of_deriv {f : ℝ → ℂ}
    (hd : ∀ x : ℝ, 0 ≤ x → HasDerivWithinAt f 0 (Ici 0) x) {t : ℝ} (ht : 0 ≤ t) :
    f t = f 0 :=
  constant_of_has_deriv_right_zero (a := 0) (b := t)
    (fun x hx => (hd x hx.1).continuousWithinAt.mono (fun _ hy => hy.1))
    (fun x hx => (hd x hx.1).mono (Ici_subset_Ici.2 hx.1)) t ⟨ht, le_rfl⟩
```

A function whose derivative vanishes throughout [0,∞) keeps its initial value. The uniqueness arguments below rest on this: each finds a conserved quantity and evaluates it at t = 0.

```lean
private lemma memory_factor (γ : ℂ) (G : ℝ → ℂ) (t : ℝ) :
    memory γ G t =
      Complex.exp (-γ * t) * ∫ s in (0 : ℝ)..t, Complex.exp (γ * s) * G s := by
  unfold memory
  rw [← intervalIntegral.integral_const_mul]
  refine intervalIntegral.integral_congr (fun s _ => ?_)
  have h : Complex.exp (-γ * ((t : ℂ) - (s : ℂ)))
      = Complex.exp (-γ * t) * Complex.exp (γ * s) := by
    rw [← Complex.exp_add]
    congr 1
    ring
  simp only [h, mul_assoc]
```

The exponential splits into a factor in t and a factor in s, and the former leaves the integral:

m(t) = exp(-γt) ∫₀ᵗ exp(γs) G(s) ds.

```lean
/-- The memory integral `m` of a continuous `G` obeys the local equation `m' = G - γ m`. -/
theorem hasDerivAt_memory (γ : ℂ) {G : ℝ → ℂ} (hG : Continuous G) (t : ℝ) :
    HasDerivAt (memory γ G) (G t - γ * memory γ G t) t := by
  have hc : Continuous fun s : ℝ => Complex.exp (γ * s) * G s := by fun_prop
  have h1 : HasDerivAt (fun u : ℝ => ∫ s in (0 : ℝ)..u, Complex.exp (γ * s) * G s)
      (Complex.exp (γ * t) * G t) t := (hc.integral_hasStrictDerivAt 0 t).hasDerivAt
  refine (((deriv_exp (-γ) t).fun_mul h1).congr_of_eventuallyEq
    (Filter.Eventually.of_forall fun u => memory_factor γ G u)).congr_deriv ?_
  rw [memory_factor]
  linear_combination G t * exp_cancel γ t
```

Differentiate this product. The first factor contributes -γ m(t). By the fundamental theorem of calculus, the second contributes exp(-γt) exp(γt) G(t) = G(t). Hence

m' = G - γm.

The integral over the past has become one extra variable with a local equation. In the last line, `linear_combination` verifies that the required identity follows from the cancellation of exponentials by algebra alone.

```lean
/-- For continuous `G`, a function `M` with `M 0 = 0` and `M' = G - γ M` is the memory integral of
`G`. -/
theorem memory_eq_of_hasDerivAt {γ : ℂ} {G M : ℝ → ℂ} (hG : Continuous G) (h0 : M 0 = 0)
    (hM : ∀ t, HasDerivAt M (G t - γ * M t) t) (t : ℝ) : memory γ G t = M t := by
  have hc : Continuous fun s : ℝ => Complex.exp (γ * s) * G s := by fun_prop
  have hI : ∫ s in (0 : ℝ)..t, Complex.exp (γ * s) * G s
      = Complex.exp (γ * t) * M t - Complex.exp (γ * (0 : ℝ)) * M 0 :=
    intervalIntegral.integral_eq_sub_of_hasDerivAt
      (f := fun s : ℝ => Complex.exp (γ * s) * M s)
      (fun s _ => ((deriv_exp γ s).fun_mul (hM s)).congr_deriv (by ring))
      (hc.intervalIntegrable 0 t)
  rw [memory_factor, hI, h0]
  linear_combination M t * exp_cancel γ t
```

The converse identifies a memory integral without computing it directly. Suppose G is continuous, M(0) = 0 and M' = G - γM. Then

(exp(γs) M(s))' = exp(γs) G(s).

Integrating from 0 to t and multiplying by exp(-γt) gives M(t) = m(t).

```lean
/-- If `G` solves the Dyson equation with kernel `p q exp (-(p + q) t)`, then `G t - p * memory (p +
q) G t` equals `exp (-p t)` for `t ≥ 0`. -/
theorem pole_combination {p q : ℂ} {G : ℝ → ℂ} (h : SolvesDyson (p * q) (p + q) G)
    {t : ℝ} (ht : 0 ≤ t) :
    G t - p * memory (p + q) G t = Complex.exp (-p * t) := by
  -- the combination, multiplied by `exp (p t)`, is conserved
  have hf := const_of_deriv
    (f := fun u : ℝ => Complex.exp (p * u) * (G u - p * memory (p + q) G u))
    (fun x hx => ((deriv_exp p x).hasDerivWithinAt.fun_mul ((h.equation x hx).fun_sub
      ((hasDerivAt_memory (p + q) h.cont x).hasDerivWithinAt.const_mul p))).congr_deriv
        (by ring)) ht
  have h1 : Complex.exp (p * t) * (G t - p * memory (p + q) G t) = 1 := by
    simpa [memory, h.initial] using hf
  linear_combination Complex.exp (-p * t) * h1
    - (G t - p * memory (p + q) G t) * exp_cancel p t
```

Now write κ = pq and γ = p + q, and let G be any solution. Put u = G - pm. Then

u' = -pq m - p(G - (p+q)m) = -p(G - pm) = -pu.

Since m(0) = 0, we have u(0) = 1, and therefore

G(t) - p m(t) = exp(-pt) for t ≥ 0.

The Lean proof applies `const_of_deriv` to exp(pt) u(t). Its derivative is zero, which `ring` confirms, and its initial value is 1.

## Coinciding rates: critical damping

```lean
/-- The function `(1 + b t) exp (-b t)` solves the Dyson equation with kernel `b² exp (-2 b t)`, and
every solution agrees with it for `t ≥ 0`. -/
theorem critical_solution (b : ℂ) :
    SolvesDyson (b ^ 2) (2 * b) (criticalG b) ∧
      ∀ G, SolvesDyson (b ^ 2) (2 * b) G → ∀ t : ℝ, 0 ≤ t → G t = criticalG b t := by
  constructor
  · have hc : Continuous (criticalG b) := by
      unfold criticalG
      fun_prop
    -- the memory integral is `t exp (-b t)`
    have hm := memory_eq_of_hasDerivAt (γ := 2 * b)
      (M := fun u : ℝ => (u : ℂ) * Complex.exp (-b * u)) hc (by simp)
      (fun t => ((deriv_coe t).fun_mul (deriv_exp (-b) t)).congr_deriv
        (by simp only [criticalG]; ring))
    refine ⟨hc, by simp [criticalG], fun t _ => ?_⟩
    rw [hm t]
    have hd := (((deriv_coe t).const_mul b).const_add 1).fun_mul (deriv_exp (-b) t)
    exact (hd.congr_deriv (by ring)).hasDerivWithinAt
  · intro G h t ht
    have h' : SolvesDyson (b * b) (b + b) G := by
      simpa only [sq, two_mul] using h
    -- `exp (b t)` times the memory integral grows exactly as `t`
    have hf := const_of_deriv
      (f := fun u : ℝ => Complex.exp (b * u) * memory (b + b) G u - (u : ℂ))
      (fun x hx => (((deriv_exp b x).fun_mul
        (hasDerivAt_memory (b + b) h'.cont x)).fun_sub
          (deriv_coe x)).hasDerivWithinAt.congr_deriv (by
            linear_combination Complex.exp (b * x) * pole_combination h' hx
              + exp_cancel b x)) ht
    have h1 : Complex.exp (b * t) * memory (b + b) G t - (t : ℂ) = 0 := by
      simpa [memory] using hf
    unfold criticalG
    linear_combination pole_combination h' ht + b * Complex.exp (-b * t) * h1
      - b * memory (b + b) G t * exp_cancel b t
```

The theorem has two halves joined by `∧`, "and". The first says that `criticalG b` solves the equation with κ = b² and γ = 2b. The second says that every solution equals it for t ≥ 0. Both hold for all complex b. Critical damping is the case b > 0.

For the first half, try M(t) = t exp(-bt). It vanishes at t = 0, and

M' = (1 - bt) exp(-bt) = G - 2bM.

So M is the memory integral, by `memory_eq_of_hasDerivAt`. Differentiating G then gives

G' = b exp(-bt) - b(1 + bt) exp(-bt) = -b² t exp(-bt) = -b² m.

For the second half, let G be any solution. Setting p = q = b in the preceding theorem gives G - bm = exp(-bt). Hence

m' = G - 2bm = exp(-bt) - bm,

(exp(bt) m)' = 1.

Thus exp(bt) m(t) - t is conserved. It starts at zero, so m(t) = t exp(-bt), and

G(t) = exp(-bt) + b m(t) = (1 + bt) exp(-bt).

In the code, `hf` is the conservation law, `h1` its value, and the final `linear_combination` the substitution into G.

## Distinct rates: overdamped and oscillating decay

```lean
/-- For distinct complex `p` and `q`, `twoPoleG p q` solves the Dyson equation with kernel `p q exp
(-(p + q) t)`, and every solution agrees with it for `t ≥ 0`. -/
theorem two_pole_solution {p q : ℂ} (hpq : p ≠ q) :
    SolvesDyson (p * q) (p + q) (twoPoleG p q) ∧
      ∀ G, SolvesDyson (p * q) (p + q) G → ∀ t : ℝ, 0 ≤ t → G t = twoPoleG p q t := by
  have hne : q - p ≠ 0 := sub_ne_zero.2 hpq.symm
  constructor
  · have hc : Continuous (twoPoleG p q) := by
      unfold twoPoleG
      fun_prop
    have hm := memory_eq_of_hasDerivAt (γ := p + q)
      (M := fun u : ℝ => (Complex.exp (-p * u) - Complex.exp (-q * u)) / (q - p))
      hc (by simp)
      (fun t => (((deriv_exp (-p) t).fun_sub (deriv_exp (-q) t)).div_const
        (q - p)).congr_deriv (by simp only [twoPoleG]; ring))
    refine ⟨hc, by simp [twoPoleG, div_self hne], fun t _ => ?_⟩
    rw [hm t]
    have hd := (((deriv_exp (-p) t).const_mul q).fun_sub
      ((deriv_exp (-q) t).const_mul p)).div_const (q - p)
    exact (hd.congr_deriv (by ring)).hasDerivWithinAt
  · intro G h t ht
    have h' : SolvesDyson (q * p) (q + p) G := by
      rw [mul_comm q p, add_comm q p]
      exact h
    have h1 := pole_combination h ht
    have h2 := pole_combination h' ht
    rw [add_comm q p] at h2
    -- eliminate the memory integral between the two exponentials
    unfold twoPoleG
    rw [eq_div_iff hne]
    linear_combination q * h1 - p * h2
```

The hypothesis `hpq : p ≠ q` keeps the denominator q - p away from zero. The conclusion has the same two halves as before.

For existence, the memory integral is

M(t) = (exp(-pt) - exp(-qt)) / (q - p).

It vanishes at t = 0, and

M' = (q exp(-qt) - p exp(-pt)) / (q - p) = G - (p+q)M.

Differentiating the candidate gives G' = -pq M, as required.

For uniqueness, the kernel is unchanged when p and q are exchanged, so `pole_combination` can be used twice:

G - pm = exp(-pt),

G - qm = exp(-qt).

Taking q times the first minus p times the second removes m:

(q - p) G = q exp(-pt) - p exp(-qt).

Two different positive rates describe overdamped decay. A complex-conjugate pair with positive real part and non-zero imaginary part describes damped oscillation.

## The formula in real numbers

```lean
/-- For real `b`, the derivative of `(1 + b t) exp (-b t)` is `-b²` times its memory integral
with kernel `exp (-2 b (t - s))`. -/
theorem critical_real (b t : ℝ) :
    HasDerivAt (fun u : ℝ => (1 + b * u) * Real.exp (-b * u))
      (-b ^ 2 * ∫ s in (0 : ℝ)..t,
        Real.exp (-(2 * b) * (t - s)) * ((1 + b * s) * Real.exp (-b * s))) t := by
  have he : ∀ c s : ℝ, HasDerivAt (fun u : ℝ => Real.exp (c * u)) (c * Real.exp (c * s)) s := by
    intro c s
    have h : HasDerivAt (fun u : ℝ => c * u) c s := by
      simpa using (hasDerivAt_id' s).const_mul c
    exact h.exp.congr_deriv (mul_comm _ _)
  have hc : Continuous fun s : ℝ =>
      Real.exp (-(2 * b) * (t - s)) * ((1 + b * s) * Real.exp (-b * s)) := by fun_prop
  have hI : ∫ s in (0 : ℝ)..t,
      Real.exp (-(2 * b) * (t - s)) * ((1 + b * s) * Real.exp (-b * s))
      = Real.exp (-(2 * b) * t) * (t * Real.exp (b * t))
        - Real.exp (-(2 * b) * t) * (0 * Real.exp (b * 0)) := by
    refine intervalIntegral.integral_eq_sub_of_hasDerivAt
      (f := fun s : ℝ => Real.exp (-(2 * b) * t) * (s * Real.exp (b * s)))
      (fun s _ => ?_) (hc.intervalIntegrable 0 t)
    have hx : Real.exp (-(2 * b) * (t - s)) * Real.exp (-b * s)
        = Real.exp (-(2 * b) * t) * Real.exp (b * s) := by
      rw [← Real.exp_add, ← Real.exp_add]
      congr 1
      ring
    exact (((hasDerivAt_id' s).fun_mul (he b s)).const_mul _).congr_deriv
      (by linear_combination -(1 + b * s) * hx)
  have hx : Real.exp (-(2 * b) * t) * Real.exp (b * t) = Real.exp (-b * t) := by
    rw [← Real.exp_add]
    congr 1
    ring
  rw [hI]
  have hd := (((hasDerivAt_id' t).const_mul b).const_add 1).fun_mul (he (-b) t)
  exact hd.congr_deriv (by linear_combination b ^ 2 * t * hx)

end

end CriticalMemoryKernel
```

This version uses only real numbers, which suffice for this kernel when b is real. It states the equation of motion for (1 + bt) exp(-bt), with the integral written out; the initial value 1 follows by setting t = 0. Lean reads `-b ^ 2` as -(b²). The identity holds for every real b and t, with the usual orientation of the integral when t is negative.

Here the integral is evaluated directly. The integrand equals

exp(-2bt) (1 + bs) exp(bs),

which is the s-derivative of exp(-2bt) s exp(bs). Between 0 and t this gives

exp(-2bt) t exp(bt) = t exp(-bt).

That value is `hI`, followed by the simplification `hx`. The product rule, in `hd`, gives G'(t) = -b² t exp(-bt), and the two sides agree.

```lean
#print axioms CriticalMemoryKernel.critical_solution
#print axioms CriticalMemoryKernel.two_pole_solution
#print axioms CriticalMemoryKernel.critical_real
```

```
'CriticalMemoryKernel.critical_solution' depends on axioms: [propext, Classical.choice, Quot.sound]
'CriticalMemoryKernel.two_pole_solution' depends on axioms: [propext, Classical.choice, Quot.sound]
'CriticalMemoryKernel.critical_real' depends on axioms: [propext, Classical.choice, Quot.sound]
```
